# Fourth-power scaling of the error when inverse-cube energies for helium are extrapolated linearly in inverse basis size

The theorem `inverseSizeEstimate_tendsto` concerns a two-point extrapolation of energies in the helium cc-pVXZ bases, linear in the inverse of the number of basis functions. It assumes that the energy at cardinal number X is exactly E + A/X³, so that E is the limiting energy. If the two bases have cardinal numbers n and n + 1, the error of the extrapolated energy, multiplied by (n + 1)⁴, tends to −A/2 as n grows. The proof takes an exact formula for the error from an earlier theorem and uses it to show that, for n ≥ 1, the scaled error equals a polynomial in 1/n. The limit then follows from the continuity of that polynomial at zero.

As first written in Lean, the proof fails:

```lean
import Mathlib

open Filter Topology

namespace InverseSizeEstimateTendsto

noncomputable section

/-- Number of functions in the helium cc-pVXZ basis: `X - l` shells of each angular
momentum `l < X`, each with `2l + 1` components. -/
def basisSize (X : ℕ) : ℝ :=
  ∑ l ∈ Finset.range X, ((X : ℝ) - l) * (2 * l + 1)

/-- Two-point extrapolation, linear in the inverse basis size, from the energies `e` at
cardinal numbers `n` and `n + 1`. -/
def inverseSizeEstimate (e : ℕ → ℝ) (n : ℕ) : ℝ :=
  (basisSize (n + 1) * e (n + 1) - basisSize n * e n) / (basisSize (n + 1) - basisSize n)

/-- The inverse-cube convergence law `E + A / X ^ 3`, for cardinal numbers `X ≥ 1`. -/
def cubicEnergy (E A : ℝ) (X : ℕ) : ℝ := E + A / (X : ℝ) ^ 3

/-- Raising the cardinal number from `n` to `n + 1` adds `(n + 1) ^ 2` basis functions. -/
theorem basisSize_succ (n : ℕ) : basisSize (n + 1) = basisSize n + ((n : ℝ) + 1) ^ 2 := by
  have odd : ∀ m : ℕ, ∑ l ∈ Finset.range m, (2 * (l : ℝ) + 1) = (m : ℝ) ^ 2 := by
    intro m
    induction m with
    | zero => simp
    | succ m ih => rw [Finset.sum_range_succ, ih]; push_cast; ring
  -- every old angular momentum gains one shell, and one new angular momentum appears
  have split : basisSize (n + 1) =
      ∑ l ∈ Finset.range (n + 1), ((n : ℝ) - l) * (2 * l + 1) +
        ∑ l ∈ Finset.range (n + 1), (2 * (l : ℝ) + 1) := by
    unfold basisSize
    rw [← Finset.sum_add_distrib]
    refine Finset.sum_congr rfl fun l _ => ?_
    push_cast
    ring
  rw [split, odd, Finset.sum_range_succ]
  unfold basisSize
  push_cast
  ring

/-- The inverse-size estimate is the energy in the larger basis plus an explicit multiple
of the last energy increment. -/
theorem inverseSizeEstimate_eq (e : ℕ → ℝ) (n : ℕ) :
    inverseSizeEstimate e n =
      e (n + 1) + (n : ℝ) * (2 * n + 1) / (6 * ((n : ℝ) + 1)) * (e (n + 1) - e n) := by
  have closed : ∀ m : ℕ, basisSize m = (m : ℝ) * (m + 1) * (2 * m + 1) / 6 := by
    intro m
    induction m with
    | zero => simp [basisSize]
    | succ m ih => rw [basisSize_succ, ih]; push_cast; ring
  have hn : (n : ℝ) + 1 ≠ 0 := by positivity
  unfold inverseSizeEstimate
  rw [basisSize_succ, add_sub_cancel_left, closed n]
  field_simp
  ring

/-- Exact error of the inverse-size estimate under the inverse-cube law, for cardinal
numbers `n ≥ 1` and `n + 1`. -/
theorem inverseSizeEstimate_error (E A : ℝ) {n : ℕ} (hn : 1 ≤ n) :
    inverseSizeEstimate (cubicEnergy E A) n - E =
      -(A * (3 * (n : ℝ) ^ 2 + 5 * n + 1) / (6 * ((n : ℝ) + 1) ^ 4 * (n : ℝ) ^ 2)) := by
  have h0 : (0 : ℝ) < n := by exact_mod_cast hn
  have h1 : (n : ℝ) + 1 ≠ 0 := by positivity
  rw [inverseSizeEstimate_eq]
  simp only [cubicEnergy]
  push_cast
  field_simp
  ring

/-- Under the inverse-cube law, the error of the inverse-size estimate times the fourth power
of the larger cardinal number `X = n + 1` tends to `-A / 2`. -/
theorem inverseSizeEstimate_tendsto (E A : ℝ) :
    Tendsto (fun n : ℕ => ((n : ℝ) + 1) ^ 4 *
      (inverseSizeEstimate (cubicEnergy E A) n - E)) atTop (𝓝 (-A / 2)) := by
  have hv : Tendsto (fun n : ℕ => 1 / (n : ℝ)) atTop (𝓝 0) :=
    tendsto_one_div_atTop_nhds_zero_nat
  have hc : Continuous (fun v : ℝ => -A * (3 + 5 * v + v ^ 2) / 6) := by fun_prop
  have h0 : -A * (3 + 5 * 0 + 0 ^ 2) / 6 = -A / 2 := by ring
  rw [← h0]
  -- the scaled error is a polynomial in 1 / n
  refine ((hc.tendsto 0).comp hv).congr' ?_
  filter_upwards [eventually_ge_atTop 1] with n hn
  have hp : (0 : ℝ) < n := by exact_mod_cast hn
  have h1 : (n : ℝ) + 1 ≠ 0 := by positivity
  rw [inverseSizeEstimate_error E A hn]
  simp only [Function.comp_apply]
  field_simp
  ring

end

end InverseSizeEstimateTendsto
```

Lean reports:

```
Main.lean:90:2: error: No goals to be solved
```

Cause. The message "No goals to be solved" points to the final `ring` of `inverseSizeEstimate_tendsto`. Nothing was left to prove when Lean reached that line, and `ring` fails when there is no goal.

The goal had already been closed by `field_simp` on the line before. After the exact error formula is substituted, what remains is an identity between two fractions. The factor (n + 1)⁴ cancels against the same factor in the denominator, and once the powers of 1/n are cleared, both sides have the same numerator, A(3n² + 5n + 1) with a minus sign, over 6n². The hypotheses `hp` and `h1` provide that n and n + 1 are nonzero, which these cancellations need. Here `field_simp` not only cleared the denominators but finished the identity as well.

The diff deletes the surplus `ring`, so the proof ends where the goal is closed. The statement and the rest of the argument are unchanged.

Fix (accepted with no message):

```diff
@@ -88,5 +88,4 @@
   simp only [Function.comp_apply]
   field_simp
-  ring
 
 end
```
